# The discrete Berry phase of a loop of states depends only on their projectors

To compute the Berry phase of an isolated band along a closed loop of k-points, one diagonalises the Hamiltonian at each point, multiplies the overlaps of neighbouring eigenvectors around the loop, and reads the phase from the argument of the product. The diagonaliser returns every eigenvector with an arbitrary phase factor, and these factors are left as they are. This is legitimate because the product of overlaps equals the trace of a product of projectors, in which the factors never appear.

## From projectors to overlaps

Let u_0, …, u_N be vectors in ℂⁿ, with N ≥ 0, so that there is at least one. Write ⟨u,v⟩ for the inner product, antilinear in u, and |v⟩⟨w| for the matrix whose entry (a,b) is v_a conj(w_b). Put P_j = |u_j⟩⟨u_j|. This is the projector onto u_j when u_j has unit length, but the argument does not need normalisation. The cyclic overlap product is

C = ⟨u_0,u_1⟩⟨u_1,u_2⟩ ⋯ ⟨u_N,u_0⟩,

which for N = 0 is the single factor ⟨u_0,u_0⟩. The claim is

tr(P_0 P_1 ⋯ P_N) = C.

First, let |u⟩⟨u| act on |v⟩⟨w|. The entry (a,b) of the product is

Σ_k u_a conj(u_k) v_k conj(w_b) = ⟨u,v⟩ u_a conj(w_b),

so the result is ⟨u,v⟩ |u⟩⟨w|.

Next, collapse the ordered product from the right. A single operator is already of the form |u_0⟩⟨u_0|. For N ≥ 1, suppose that the shorter product has been collapsed to

P_1 ⋯ P_N = c |u_1⟩⟨u_N|,

where c is the product of the overlaps from u_1 to u_N, equal to 1 if N = 1. Multiplying by P_0 from the left and using the first step gives

P_0 P_1 ⋯ P_N = ⟨u_0,u_1⟩ c |u_0⟩⟨u_N|.

By induction, the ordered product is the open chain of overlaps times |u_0⟩⟨u_N|. The trace supplies the missing link:

tr |u_0⟩⟨u_N| = Σ_a (u_0)_a conj((u_N)_a) = ⟨u_N,u_0⟩.

A real number φ is called a Berry phase of the loop if C = r exp(−iφ) with r > 0. Since C is fixed by the operators P_j, two loops with the same operators have the same Berry phases. In particular, replacing u_j by exp(iθ_j) u_j changes nothing, because the two phase factors in |u_j⟩⟨u_j| cancel.

## Short loops, reversed loops and several bands

With one state, C = ⟨u_0,u_0⟩, and with two states, C = |⟨u_0,u_1⟩|². Both are non-negative, so when C is not zero the phase is zero up to multiples of 2π. Three states are therefore the fewest that can carry a non-trivial phase. The vectors (1,0), (1,1), (1,i) do so: their overlaps are 1, 1 + i and 1, hence

C = 1 + i = √2 exp(iπ/4),

and φ = −π/4. Normalising the vectors divides C by the squared lengths 1, 2 and 2, which gives (1 + i)/4 and the same phase.

Reversing the order of the projectors conjugates C. Each P_j is Hermitian, so P_N ⋯ P_1 P_0 is the adjoint of P_0 P_1 ⋯ P_N, and the trace of an adjoint is the conjugate of the trace.

For several bands, collect the states at point j as the columns of an n×m matrix A_j. Regrouping the factors gives

A_0A_0† A_1A_1† ⋯ A_NA_N† = A_0 (A_0†A_1) ⋯ (A_(N−1)†A_N) A_N†,

where the middle product is empty for N = 0. Under the trace, A_0 may be moved to the far right, where it forms the closing overlap matrix A_N†A_0. The trace of the ordered product of the A_jA_j† thus equals the trace of the ordered product of the overlap matrices around the loop.

## States, loops and phases in Lean

```lean
import Mathlib

open Matrix

namespace DiscreteBerryPhase

noncomputable section

variable {n m : Type*} {N : ℕ}
```

The type `n` labels the basis of the state space and `m` labels the bands. They are index sets, later taken to be finite, where the derivation above used numbers. The natural number `N` is the index of the last state.

```lean
/-- The operator `|u⟩⟨u|`, which is the projector onto the state `u` when `u` is a unit vector. -/
def proj (u : n → ℂ) : Matrix n n ℂ := vecMulVec u (star u)
```

A state is a function `n → ℂ`, that is, its list of components. `vecMulVec u (star u)` is the matrix |u⟩⟨u|. No normalisation is imposed, so for general `u` the operator is a projector multiplied by the squared length of `u`.

```lean
/-- The operator `|u⟩⟨u|` is Hermitian. -/
theorem proj_conjTranspose (u : n → ℂ) : (proj u)ᴴ = proj u := by
  ext a b
  simp [proj, vecMulVec_apply, mul_comm]
```

Entry by entry, hermiticity says that u_a conj(u_b) is the conjugate of u_b conj(u_a). It is needed only for the reversed loop.

```lean
variable [Fintype n] [DecidableEq n] [Fintype m] [DecidableEq m]

/-- The ordered product `P_0 P_1 ⋯ P_N` of the operators `P_j = |u_j⟩⟨u_j|`. -/
def projProd (u : Fin (N + 1) → n → ℂ) : Matrix n n ℂ :=
  (List.ofFn fun j => proj (u j)).prod
```

A loop is a function on `Fin (N + 1)`, the indices 0, …, N. Matrices do not commute, so the product is taken over a list, which keeps the order P_0 P_1 ⋯ P_N.

```lean
/-- The cyclic overlap product `⟨u_0,u_1⟩⟨u_1,u_2⟩ ⋯ ⟨u_N,u_0⟩`; the index `j + 1` wraps around. -/
def overlapLoop (u : Fin (N + 1) → n → ℂ) : ℂ :=
  ∏ j, star (u j) ⬝ᵥ u (j + 1)
```

The expression `star (u j) ⬝ᵥ u (j + 1)` is ⟨u_j,u_(j+1)⟩, with the conjugate on the first vector. Addition in `Fin (N + 1)` wraps around, so the last factor is ⟨u_N,u_0⟩. The loop closes on the vector u_0 itself. A path across the Brillouin zone fits this description when the Bloch Hamiltonian is periodic in k. In the convention where the final state differs from the first by a position-dependent phase, that factor must be included in the closing overlap, and the definition does not do this.

```lean
/-- The angle `φ` is a Berry phase of the loop of states: the cyclic overlap product is a
positive number times `exp (-iφ)`. -/
def IsBerryPhase (u : Fin (N + 1) → n → ℂ) (φ : ℝ) : Prop :=
  ∃ r : ℝ, 0 < r ∧ overlapLoop u = r * Complex.exp (-(φ * Complex.I))
```

This definition fixes the sign convention: φ is minus the argument of the overlap product. It also leaves φ free up to multiples of 2π, as it should be. The condition `0 < r` stands for a loop on which no two neighbouring states are orthogonal. If some overlap vanishes, as may happen on a mesh too coarse to follow the band, no φ qualifies.

The definition concerns a finite list of vectors. It involves no Hamiltonian, no adiabatic evolution and no limit of a fine mesh, so what follows is about the discrete phase and not about its convergence to the Berry phase of a continuous path.

## Collapsing the product and closing the loop

```lean
omit [DecidableEq n] in
/-- Multiplying the matrix with entries `v a * w b` from the left by `|u⟩⟨u|` gives the overlap
`⟨u,v⟩` times the matrix with entries `u a * w b`. -/
theorem proj_mul_ketbra (u v w : n → ℂ) :
    proj u * vecMulVec v w = (star u ⬝ᵥ v) • vecMulVec u w := by
  ext i j
  simp only [proj, Matrix.mul_apply, vecMulVec_apply, Matrix.smul_apply, smul_eq_mul,
    dotProduct, Finset.sum_mul]
  refine Finset.sum_congr rfl fun k _ => ?_
  ring
```

This is the first step of the derivation, with one difference in notation: `vecMulVec v w` does not conjugate `w`, so |v⟩⟨w| is `vecMulVec v (star w)`, and the step is the case where `star w` is put in place of `w`. The proof compares entries, writes both sides as sums over the intermediate index `k`, and leaves `ring` to reorder the four factors in each term.

```lean
/-- The ordered product `P_0 ⋯ P_N` is the product of the overlaps along the open chain
times `|u_0⟩⟨u_N|`. -/
theorem projProd_eq_chain (u : Fin (N + 1) → n → ℂ) :
    projProd u = (∏ j : Fin N, star (u j.castSucc) ⬝ᵥ u j.succ) •
      vecMulVec (u 0) (star (u (Fin.last N))) := by
  induction N with
  | zero => simp [projProd, proj]
  | succ N ih =>
    -- split off the first projector and collapse the rest
    have split : projProd u = proj (u 0) * projProd (fun j => u j.succ) := by
      unfold projProd
      rw [List.ofFn_succ, List.prod_cons]
    rw [split, ih (fun j => u j.succ), Matrix.mul_smul, proj_mul_ketbra, smul_smul,
      mul_comm, Fin.prod_univ_succ]
    rfl
```

The statement is the collapsed form of the ordered product. Here `j` runs over `Fin N`, the N links of the open chain; `j.castSucc` is the state at the start of a link and `j.succ` the one at its end. The induction follows the derivation. For a single state the chain is empty. Otherwise `split` separates the first projector from the rest, the induction hypothesis `ih` collapses the loop shifted by one index, and `proj_mul_ketbra` produces the new overlap ⟨u_0,u_1⟩. Finally, `Fin.prod_univ_succ` recognises this overlap as the first factor of the longer chain.

```lean
/-- The trace of the ordered product `P_0 P_1 ⋯ P_N` equals the cyclic overlap product. -/
theorem trace_projProd (u : Fin (N + 1) → n → ℂ) :
    (projProd u).trace = overlapLoop u := by
  -- the trace supplies the overlap that closes the loop
  rw [projProd_eq_chain, Matrix.trace_smul, Matrix.trace_vecMulVec, dotProduct_comm (u 0),
    overlapLoop, Fin.prod_univ_castSucc]
  simp only [Fin.coeSucc_eq_succ, Fin.last_add_one, smul_eq_mul]
```

This is the main identity, for any vectors and any N ≥ 0. After the collapse, `Matrix.trace_vecMulVec` evaluates the trace of |u_0⟩⟨u_N|, and `dotProduct_comm` puts the result in the form ⟨u_N,u_0⟩. On the other side, `Fin.prod_univ_castSucc` separates the last factor of the cyclic product, and `Fin.last_add_one` says that the index after N is 0.

```lean
/-- Two loops of states with the same operators `|u_j⟩⟨u_j|` have the same Berry phases. -/
theorem isBerryPhase_congr_proj (u v : Fin (N + 1) → n → ℂ)
    (h : ∀ j, proj (u j) = proj (v j)) (φ : ℝ) :
    IsBerryPhase u φ ↔ IsBerryPhase v φ := by
  have key : overlapLoop u = overlapLoop v := by
    rw [← trace_projProd, ← trace_projProd]
    simp only [projProd, h]
  rw [IsBerryPhase, IsBerryPhase, key]
```

In words: if |u_j⟩⟨u_j| = |v_j⟩⟨v_j| for every j, then a real φ is a Berry phase of the first loop exactly when it is one of the second. The proof passes from each overlap product to the corresponding trace, where the hypothesis `h` makes the two sides identical. If the overlap product vanishes, neither loop has a phase and the equivalence still holds.

## The reversed order

```lean
/-- The trace of the operators `P_j = |u_j⟩⟨u_j|` multiplied in the reverse order `P_N ⋯ P_1 P_0` is
the complex conjugate of the cyclic overlap product. -/
theorem trace_reverse (u : Fin (N + 1) → n → ℂ) :
    (List.ofFn fun j => proj (u j)).reverse.prod.trace = star (overlapLoop u) := by
  have h : (conjTranspose ∘ fun j => proj (u j)) = fun j => proj (u j) := by
    funext j
    exact proj_conjTranspose (u j)
  rw [← trace_projProd, ← Matrix.trace_conjTranspose, projProd,
    Matrix.conjTranspose_list_prod, List.map_ofFn, h]
```

The left side is the trace of P_N ⋯ P_1 P_0. The proof rewrites the conjugate of the overlap product as the trace of an adjoint, and `Matrix.conjTranspose_list_prod` turns the adjoint of a product into the reversed product of adjoints. The auxiliary statement `h` then removes the adjoints by hermiticity. For the physics, this means that traversing a loop backwards changes the sign of its Berry phase.

## Several bands at once

```lean
/-- For frames `A_j` of several bands, the ordered product of the operators `A_j A_j†` is the
ordered product of the overlap matrices `A_j† A_(j+1)` placed between `A_0` and `A_N†`. -/
theorem frame_chain (A : Fin (N + 1) → Matrix n m ℂ) :
    (List.ofFn fun j => A j * (A j)ᴴ).prod =
      A 0 * (List.ofFn fun j : Fin N => (A j.castSucc)ᴴ * A j.succ).prod *
        (A (Fin.last N))ᴴ := by
  induction N with
  | zero => simp
  | succ N ih =>
    rw [List.ofFn_succ, List.prod_cons, ih (fun j => A j.succ), List.ofFn_succ, List.prod_cons]
    simp only [Matrix.mul_assoc]
    rfl
```

Each `A j` is a matrix with rows labelled by `n` and columns by `m`. If its columns are orthonormal, `A j * (A j)ᴴ` is the projector onto the space they span, but the identity holds for arbitrary matrices. The induction peels off the first factor on both sides, after which associativity does the regrouping.

```lean
/-- For frames of several bands, the trace of the ordered product of the operators `A_j A_j†`
equals the trace of the ordered product of the overlap matrices around the closed loop. -/
theorem trace_frame_loop (A : Fin (N + 1) → Matrix n m ℂ) :
    (List.ofFn fun j => A j * (A j)ᴴ).prod.trace =
      (List.ofFn fun j => (A j)ᴴ * A (j + 1)).prod.trace := by
  -- cyclicity of the trace joins the last frame to the first
  rw [frame_chain, Matrix.mul_assoc, Matrix.trace_mul_comm, Matrix.mul_assoc,
    List.ofFn_succ', List.concat_eq_append, List.prod_append, List.prod_singleton]
  simp only [Fin.coeSucc_eq_succ, Fin.last_add_one]
```

Here `Matrix.trace_mul_comm` moves A_0 to the far right, and the remaining rewrites identify A_N†A_0 as the last overlap matrix of the closed loop. For orthonormal frames the right side is the trace of the discrete Wilson loop built from the raw overlap matrices. Mixing the bands at a point by a unitary matrix leaves A_jA_j† unchanged and so leaves this trace unchanged. The total Berry phase of a group of bands is usually read from the determinant of that product, about which the theorem says nothing.

## A three-state loop with phase −π/4

```lean
/-- The loop of the three (unnormalised) spinors `(1,0)`, `(1,1)`, `(1,i)`. -/
def spinorLoop : Fin (2 + 1) → Fin 2 → ℂ :=
  ![![1, 0], ![1, 1], ![1, Complex.I]]
```

The index type `Fin (2 + 1)` matches the pattern `Fin (N + 1)` with N = 2, so this is a loop of three states.

```lean
/-- The loop of spinors `(1,0)`, `(1,1)`, `(1,i)` has Berry phase `-π/4`. -/
theorem spinorLoop_berryPhase : IsBerryPhase spinorLoop (-(Real.pi / 4)) := by
  have h : overlapLoop spinorLoop = 1 + Complex.I := by
    rw [overlapLoop, Fin.prod_univ_three]
    change (star ![1, 0] ⬝ᵥ ![1, 1]) * (star ![1, 1] ⬝ᵥ ![1, Complex.I]) *
      (star ![1, Complex.I] ⬝ᵥ ![1, 0]) = 1 + Complex.I
    simp [dotProduct, Fin.sum_univ_two]
  have s : ((√2 : ℝ) : ℂ) * ((√2 : ℝ) : ℂ) = 2 := by
    rw [← Complex.ofReal_mul, Real.mul_self_sqrt (by norm_num)]
    norm_num
  have e : -(((-(Real.pi / 4) : ℝ) : ℂ) * Complex.I) =
      ((Real.pi / 4 : ℝ) : ℂ) * Complex.I := by
    push_cast
    ring
  -- the overlap product 1 + i has modulus √2 and argument π/4
  refine ⟨√2, by positivity, ?_⟩
  rw [h, e, Complex.exp_mul_I, ← Complex.ofReal_cos, ← Complex.ofReal_sin,
    Real.cos_pi_div_four, Real.sin_pi_div_four]
  push_cast
  linear_combination (-(1 + Complex.I) / 2) * s

end

end DiscreteBerryPhase
```

The statement `h` evaluates the three overlaps and their product, 1 + i. The witness for r is √2, the modulus of the product for these unnormalised vectors; with unit vectors it would be √2/4. The statement `e` takes care of the two minus signs, one from the convention and one from the phase itself. Euler's formula and the values of sine and cosine at π/4 then reduce the goal to

1 + i = √2 (√2/2 + i √2/2),

which `linear_combination` closes with `s`, the statement that √2 · √2 = 2.

```lean
#print axioms DiscreteBerryPhase.isBerryPhase_congr_proj
-- 'DiscreteBerryPhase.isBerryPhase_congr_proj' depends on axioms: [propext, Classical.choice, Quot.sound]
#print axioms DiscreteBerryPhase.trace_reverse
-- 'DiscreteBerryPhase.trace_reverse' depends on axioms: [propext, Classical.choice, Quot.sound]
#print axioms DiscreteBerryPhase.trace_frame_loop
-- 'DiscreteBerryPhase.trace_frame_loop' depends on axioms: [propext, Classical.choice, Quot.sound]
#print axioms DiscreteBerryPhase.spinorLoop_berryPhase
-- 'DiscreteBerryPhase.spinorLoop_berryPhase' depends on axioms: [propext, Classical.choice, Quot.sound]
```
